# Low-temperature limit of the Schottky entropy of a finite spectrum

A magnetic ion in a crystal has its multiplet split by the crystal field into a finite set of levels, and on cooling the population retreats into the lowest level. For one such ion, with fixed levels and no coupling to its neighbours, the question is what entropy remains as T → 0, how large the excess over it can be at a finite temperature, and how much is given up between infinite and zero temperature.

In Lean 4 with Mathlib:

```lean
import Mathlib

open Real Filter Topology

namespace SchottkyEntropy

noncomputable section

variable {ι : Type*} [Fintype ι]

/-- Partition function of the levels `E i` at inverse temperature `b`. -/
def Z (E : ι → ℝ) (b : ℝ) : ℝ := ∑ i, exp (-b * E i)

/-- Thermal mean energy at inverse temperature `b`. -/
def U (E : ι → ℝ) (b : ℝ) : ℝ := (∑ i, E i * exp (-b * E i)) / Z E b

/-- Entropy in units of Boltzmann's constant, `S = ln Z + b U`. -/
def S (E : ι → ℝ) (b : ℝ) : ℝ := log (Z E b) + b * U E b

/-- The states of lowest energy. -/
def lowest (E : ι → ℝ) : Finset ι := Finset.univ.filter fun i => ∀ j, E i ≤ E j

/-- The states of highest energy. -/
def highest (E : ι → ℝ) : Finset ι := Finset.univ.filter fun i => ∀ j, E j ≤ E i

/-- Two-level spectrum: the states `α` at energy zero and the states `β` at energy `Δ`. -/
def twoLevel (α β : Type*) (Δ : ℝ) : α ⊕ β → ℝ := Sum.elim (fun _ => 0) (fun _ => Δ)

variable [Nonempty ι]

/-- The partition function is positive. -/
theorem Z_pos (E : ι → ℝ) (b : ℝ) : 0 < Z E b :=
  Finset.sum_pos (fun _ _ => exp_pos _) Finset.univ_nonempty

/-- The entropy does not depend on the zero of energy. -/
theorem entropy_shift (E : ι → ℝ) (c b : ℝ) : S (fun i => E i - c) b = S E b := by
  have hexp : ∀ i, exp (-b * (E i - c)) = exp (b * c) * exp (-b * E i) := by
    intro i
    rw [← exp_add]
    congr 1
    ring
  have hZ : Z (fun i => E i - c) b = exp (b * c) * Z E b := by
    simp only [Z, hexp, Finset.mul_sum]
  have hN : ∑ i, (E i - c) * exp (-b * (E i - c))
      = exp (b * c) * (∑ i, E i * exp (-b * E i) - c * Z E b) := by
    simp only [hexp, Z, Finset.mul_sum, ← Finset.sum_sub_distrib]
    exact Finset.sum_congr rfl fun i _ => by ring
  have h1 := (Z_pos E b).ne'
  have h2 := (exp_pos (b * c)).ne'
  simp only [S, U, hZ, hN]
  rw [log_mul h2 h1, log_exp]
  field_simp
  ring

variable [DecidableEq ι]

/-- With energies measured from a lowest state `i₀`, the entropy is `ln (g + A) + B / (g + A)`,
where `g` counts the lowest states and `A`, `B` are sums over the excited states. -/
theorem entropy_ground_form (E : ι → ℝ) (i₀ : ι) (h₀ : ∀ j, E i₀ ≤ E j) (b : ℝ) :
    S E b = log ((lowest E).card + ∑ i ∈ (lowest E)ᶜ, exp (-b * (E i - E i₀)))
      + (∑ i ∈ (lowest E)ᶜ, b * (E i - E i₀) * exp (-b * (E i - E i₀)))
        / ((lowest E).card + ∑ i ∈ (lowest E)ᶜ, exp (-b * (E i - E i₀))) := by
  have hz : ∀ i ∈ lowest E, E i - E i₀ = 0 := fun i hi =>
    sub_eq_zero.mpr (le_antisymm ((Finset.mem_filter.mp hi).2 i₀) (h₀ i))
  -- each lowest state adds 1 to Z and nothing to the energy sum
  have h1 : ∑ i ∈ lowest E, exp (-b * (E i - E i₀)) = ((lowest E).card : ℝ) := by
    rw [Finset.card_eq_sum_ones]
    push_cast
    exact Finset.sum_congr rfl fun i hi => by rw [hz i hi]; simp
  have h2 : ∑ i ∈ lowest E, b * (E i - E i₀) * exp (-b * (E i - E i₀)) = 0 :=
    Finset.sum_eq_zero fun i hi => by rw [hz i hi]; simp
  have hZ : Z (fun i => E i - E i₀) b
      = (lowest E).card + ∑ i ∈ (lowest E)ᶜ, exp (-b * (E i - E i₀)) := by
    rw [← h1]
    exact (Finset.sum_add_sum_compl _ _).symm
  have h3 : b * ∑ i, (E i - E i₀) * exp (-b * (E i - E i₀))
      = ∑ i, b * (E i - E i₀) * exp (-b * (E i - E i₀)) := by
    rw [Finset.mul_sum]
    simp only [mul_assoc]
  have h4 := Finset.sum_add_sum_compl (lowest E)
    (fun i => b * (E i - E i₀) * exp (-b * (E i - E i₀)))
  have hN : b * ∑ i, (E i - E i₀) * exp (-b * (E i - E i₀))
      = ∑ i ∈ (lowest E)ᶜ, b * (E i - E i₀) * exp (-b * (E i - E i₀)) := by linarith
  rw [← entropy_shift E (E i₀) b]
  simp only [S, U]
  rw [hZ, ← mul_div_assoc, hN]

/-- For `b ≥ 0` the entropy is at least the logarithm of the number of lowest states, and
strictly larger if there is an excited state. -/
theorem entropy_lower_bound (E : ι → ℝ) {b : ℝ} (hb : 0 ≤ b) :
    log (lowest E).card ≤ S E b ∧ (((lowest E)ᶜ).Nonempty → log (lowest E).card < S E b) := by
  obtain ⟨i₀, h₀⟩ := Finite.exists_min E
  have hg : (0 : ℝ) < (lowest E).card := by
    exact_mod_cast Finset.card_pos.mpr ⟨i₀, Finset.mem_filter.mpr ⟨Finset.mem_univ _, h₀⟩⟩
  have hA : 0 ≤ ∑ i ∈ (lowest E)ᶜ, exp (-b * (E i - E i₀)) :=
    Finset.sum_nonneg fun i _ => (exp_pos _).le
  have hB : 0 ≤ ∑ i ∈ (lowest E)ᶜ, b * (E i - E i₀) * exp (-b * (E i - E i₀)) :=
    Finset.sum_nonneg fun i _ =>
      mul_nonneg (mul_nonneg hb (sub_nonneg.mpr (h₀ i))) (exp_pos _).le
  have hq := div_nonneg hB (add_nonneg hg.le hA)
  rw [entropy_ground_form E i₀ h₀ b]
  refine ⟨?_, fun hne => ?_⟩
  · have := log_le_log hg (le_add_of_nonneg_right hA)
    linarith
  · have hA' : 0 < ∑ i ∈ (lowest E)ᶜ, exp (-b * (E i - E i₀)) :=
      Finset.sum_pos (fun i _ => exp_pos _) hne
    have := log_lt_log hg (lt_add_of_pos_right _ hA')
    linarith

/-- If all excited states lie at least `Δ ≥ 0` above the lowest level, then for `b ≥ 0` the
entropy is at most `ln g + (n / g) (1 + bΔ) exp (-bΔ)`, with `g` lowest and `n` excited states. -/
theorem entropy_gap_bound (E : ι → ℝ) (i₀ : ι) (h₀ : ∀ j, E i₀ ≤ E j) {Δ b : ℝ} (hΔ : 0 ≤ Δ)
    (hgap : ∀ i ∈ (lowest E)ᶜ, Δ ≤ E i - E i₀) (hb : 0 ≤ b) :
    S E b ≤ log (lowest E).card
      + (((lowest E)ᶜ).card * ((1 + b * Δ) * exp (-(b * Δ)))) / (lowest E).card := by
  have hg : (0 : ℝ) < (lowest E).card := by
    exact_mod_cast Finset.card_pos.mpr ⟨i₀, Finset.mem_filter.mpr ⟨Finset.mem_univ _, h₀⟩⟩
  -- ln (1 + x) ≤ x
  have key : ∀ g A B : ℝ, 0 < g → 0 ≤ A → 0 ≤ B →
      log (g + A) + B / (g + A) ≤ log g + (A + B) / g := by
    intro g A B hg hA hB
    have hs : 0 < g + A := by linarith
    have h1 := log_le_sub_one_of_pos (div_pos hs hg)
    rw [log_div hs.ne' hg.ne', add_div, div_self hg.ne'] at h1
    have h2 : B / (g + A) ≤ B / g := div_le_div_of_nonneg_left hB hg (by linarith)
    rw [add_div A B g]
    linarith
  -- (1 + x) exp (-x) decreases for x ≥ 0
  have hterm : ∀ i ∈ (lowest E)ᶜ, exp (-b * (E i - E i₀))
      + b * (E i - E i₀) * exp (-b * (E i - E i₀)) ≤ (1 + b * Δ) * exp (-(b * Δ)) := by
    intro i hi
    have hx := mul_nonneg hb hΔ
    have hd := mul_nonneg hb (sub_nonneg.mpr (hgap i hi))
    have he : exp (-(b * Δ)) = exp (b * (E i - E i₀ - Δ)) * exp (-b * (E i - E i₀)) := by
      rw [← exp_add]
      congr 1
      ring
    have h1 : 1 + b * (E i - E i₀) ≤ (1 + b * Δ) * exp (b * (E i - E i₀ - Δ)) :=
      calc 1 + b * (E i - E i₀) ≤ (1 + b * Δ) * (b * (E i - E i₀ - Δ) + 1) := by
            nlinarith [mul_nonneg hx hd]
        _ ≤ _ := mul_le_mul_of_nonneg_left (add_one_le_exp _) (by linarith)
    have h2 := mul_le_mul_of_nonneg_right h1 (exp_pos (-b * (E i - E i₀))).le
    rw [he]
    linarith
  have hsum := Finset.sum_le_card_nsmul _ _ _ hterm
  rw [nsmul_eq_mul, Finset.sum_add_distrib] at hsum
  rw [entropy_ground_form E i₀ h₀ b]
  refine (key _ _ _ hg (Finset.sum_nonneg fun i _ => (exp_pos _).le)
    (Finset.sum_nonneg fun i _ =>
      mul_nonneg (mul_nonneg hb (sub_nonneg.mpr (h₀ i))) (exp_pos _).le)).trans ?_
  have := div_le_div_of_nonneg_right hsum hg.le
  linarith

/-- As `b → +∞` the entropy tends to the logarithm of the number of lowest states. -/
theorem entropy_tendsto_atTop (E : ι → ℝ) :
    Tendsto (S E) atTop (𝓝 (log (lowest E).card)) := by
  obtain ⟨i₀, h₀⟩ := Finite.exists_min E
  -- some Δ > 0 is at most the excitation energy of every excited state (vacuous if there is none)
  obtain ⟨Δ, hΔ, hgap⟩ : ∃ Δ : ℝ, 0 < Δ ∧ ∀ i ∈ (lowest E)ᶜ, Δ ≤ E i - E i₀ := by
    by_cases h : ((lowest E)ᶜ).Nonempty
    · obtain ⟨k, hk, hm⟩ := Finset.exists_min_image _ E h
      refine ⟨E k - E i₀, sub_pos.mpr (lt_of_not_ge fun hle => ?_),
        fun i hi => sub_le_sub_right (hm i hi) _⟩
      exact Finset.mem_compl.mp hk
        (Finset.mem_filter.mpr ⟨Finset.mem_univ _, fun j => hle.trans (h₀ j)⟩)
    · exact ⟨1, one_pos, fun i hi => (h ⟨i, hi⟩).elim⟩
  have hlin : Tendsto (fun b : ℝ => b * Δ) atTop atTop := tendsto_id.atTop_mul_const hΔ
  have hdec : Tendsto (fun b : ℝ => (1 + b * Δ) * exp (-(b * Δ))) atTop (𝓝 0) := by
    have h := (tendsto_exp_neg_atTop_nhds_zero.comp hlin).add
      ((tendsto_pow_mul_exp_neg_atTop_nhds_zero 1).comp hlin)
    rw [add_zero] at h
    refine h.congr fun b => ?_
    simp only [Function.comp_apply]
    ring
  have hup := ((hdec.const_mul (((lowest E)ᶜ).card : ℝ)).div_const
    ((lowest E).card : ℝ)).const_add (log (lowest E).card)
  rw [mul_zero, zero_div, add_zero] at hup
  refine tendsto_of_tendsto_of_tendsto_of_le_of_le' tendsto_const_nhds hup ?_ ?_
  · filter_upwards [eventually_ge_atTop (0 : ℝ)] with b hb
    exact (entropy_lower_bound E hb).1
  · filter_upwards [eventually_ge_atTop (0 : ℝ)] with b hb
    exact entropy_gap_bound E i₀ h₀ hΔ.le hgap hb

/-- The entropy difference `S(0) - S(b)` tends to `ln (N / g)` as `b → +∞`, with `N` states in
all and `g` lowest states. -/
theorem entropy_released (E : ι → ℝ) :
    Tendsto (fun b => S E 0 - S E b) atTop
      (𝓝 (log ((Fintype.card ι : ℝ) / (lowest E).card))) := by
  obtain ⟨i₀, h₀⟩ := Finite.exists_min E
  have hg : (0 : ℝ) < (lowest E).card := by
    exact_mod_cast Finset.card_pos.mpr ⟨i₀, Finset.mem_filter.mpr ⟨Finset.mem_univ _, h₀⟩⟩
  have hN : (0 : ℝ) < Fintype.card ι := by exact_mod_cast Fintype.card_pos
  have h0 : S E 0 = log (Fintype.card ι) := by simp [S, Z]
  rw [log_div hN.ne' hg.ne', h0]
  exact (entropy_tendsto_atTop E).const_sub _

/-- As `b → -∞` the entropy tends to the logarithm of the number of highest states. -/
theorem entropy_tendsto_atBot (E : ι → ℝ) :
    Tendsto (S E) atBot (𝓝 (log (highest E).card)) := by
  have hset : lowest (fun i => -E i) = highest E := by
    ext i
    simp [lowest, highest]
  have h := (entropy_tendsto_atTop (fun i => -E i)).comp tendsto_neg_atBot_atTop
  rw [hset] at h
  refine h.congr fun b => ?_
  simp only [Function.comp_apply, S, U, Z, neg_neg, neg_mul, mul_neg, Finset.sum_neg_distrib,
    neg_div]

/-- For `g₀ ≥ 1` states at energy zero and `g₁` states at `Δ > 0`, as `b → +∞` the entropy tends
to `ln g₀` and `S(0) - S(b)` tends to `ln ((g₀ + g₁) / g₀)`. -/
theorem two_level_limits (α β : Type*) [Fintype α] [Fintype β] [DecidableEq α] [DecidableEq β]
    [Nonempty α] {Δ : ℝ} (hΔ : 0 < Δ) :
    Tendsto (S (twoLevel α β Δ)) atTop (𝓝 (log (Fintype.card α))) ∧
    Tendsto (fun b => S (twoLevel α β Δ) 0 - S (twoLevel α β Δ) b) atTop
      (𝓝 (log (((Fintype.card α : ℝ) + Fintype.card β) / Fintype.card α))) := by
  have hc : (lowest (twoLevel α β Δ)).card = Fintype.card α := by
    rw [lowest, Finset.card_filter, Fintype.sum_sum_type]
    simp [twoLevel, Sum.forall, hΔ.le, not_le.mpr hΔ]
  have h1 := entropy_tendsto_atTop (twoLevel α β Δ)
  have h2 := entropy_released (twoLevel α β Δ)
  rw [hc] at h1
  rw [hc, Fintype.card_sum, Nat.cast_add] at h2
  exact ⟨h1, h2⟩

end

end SchottkyEntropy
```
```lean
#print axioms SchottkyEntropy.entropy_tendsto_atBot
-- 'SchottkyEntropy.entropy_tendsto_atBot' depends on axioms: [propext, Classical.choice, Quot.sound]
#print axioms SchottkyEntropy.two_level_limits
-- 'SchottkyEntropy.two_level_limits' depends on axioms: [propext, Classical.choice, Quot.sound]
```

## The model and the statements

The type `ι` labels states, not levels: a degenerate level appears as several indices i with the same energy E_i, written `E i`. There are N = `Fintype.card ι` states, and `Nonempty ι` says N ≥ 1. The real number b is the inverse temperature 1/(k_B T), and the entropy is in units of k_B. The definitions `Z`, `U` and `S` are the canonical ones:

Z(b) = ∑_i exp(−bE_i)

U(b) = ∑_i E_i exp(−bE_i) / Z(b)

S(b) = ln Z(b) + b U(b)

The formula for S is taken as the definition; it is not derived from −∑ p ln p or from a heat bath. The set `lowest E` holds the states i with E_i ≤ E_j for every j, and its size g is the ground-state degeneracy. Its complement `(lowest E)ᶜ` holds the n = N − g excited states. Degeneracy means exact equality of real numbers, so a ground doublet split by any positive amount contributes one lowest state and one excited state. The set `highest E` holds in the same way the states at the top of the spectrum.

The main theorem `entropy_tendsto_atTop` says that S(b) → ln g as b → +∞, for any real energies. It rests on two inequalities valid for b ≥ 0. Let i₀ be a lowest state (hypothesis `h₀`), let ε_i = E_i − E_i₀ be the excitation energies, and let Δ ≥ 0 satisfy Δ ≤ ε_i for every excited state (hypothesis `hgap`). Then `entropy_lower_bound` and `entropy_gap_bound` give

ln g ≤ S(b) ≤ ln g + (n/g)(1 + bΔ) exp(−bΔ)

and the left inequality is strict when n ≥ 1. The number Δ may be the true gap or any smaller non-negative value. The right side counts every excited state as if it lay at Δ, so it bounds the excess S − ln g but is not in general its leading term at low temperature. The theorem `entropy_released` states S(0) − S(b) → ln(N/g), `entropy_tendsto_atBot` treats b → −∞, and `two_level_limits` specialises to two levels at different energies, each with its own degeneracy.

Schottky's name is usually attached to the peak in the heat capacity of such a system, whereas these theorems concern the entropy alone. They contain no heat capacity and no derivative in b, and they do not state that S decreases monotonically between its two end values. In a calorimetric reading, ln(N/g) is the entropy per ion that one associates with the area under C/T, taken over all T > 0, with C the contribution of these levels alone to the heat capacity (lattice and other contributions subtracted), per ion and in units of k_B, provided the ions are independent and their finite level scheme does not change with temperature; that identification is physical interpretation and is not among the theorems.

## Why it is true

**Shift of the energy zero.** Every term of Z is a positive exponential and there is at least one term, so Z > 0; this is `Z_pos`. Replace E_i by E_i − c for a constant c. Each Boltzmann factor becomes exp(bc) exp(−bE_i), which is `hexp` in `entropy_shift`. Hence, with primes for the shifted spectrum,

Z′ = exp(bc) Z

∑_i (E_i − c) exp(−b(E_i − c)) = exp(bc) [∑_i E_i exp(−bE_i) − cZ]

These are `hZ` and `hN`. Dividing gives U′ = U − c, while ln Z′ = bc + ln Z by `log_mul` and `log_exp`. So S′ = bc + ln Z + bU − bc = S, which `field_simp` and `ring` confirm once Z ≠ 0 is known.

**Splitting off the ground level.** Take c = E_i₀. A lowest state i has E_i ≤ E_i₀ by definition and E_i₀ ≤ E_i by `h₀`, so ε_i = 0 (`hz`). It adds 1 to Z and 0 to the energy sum (`h1`, `h2`). With sums over the excited states only, set

A = ∑ exp(−bε_i),  B = ∑ bε_i exp(−bε_i)

Then the shifted partition function is g + A, b times the shifted energy sum is B, and

S(b) = ln(g + A) + B/(g + A)

This is `entropy_ground_form`, valid for every real b. The division of each full sum into lowest and excited parts is `Finset.sum_add_sum_compl`.

**Lower bound.** A finite nonempty set of energies has a minimum, supplied by `Finite.exists_min`, so i₀ exists and g ≥ 1 (`hg`). Always A ≥ 0, and for b ≥ 0 each term of B is a product of non-negative factors, so B ≥ 0. Therefore ln(g + A) ≥ ln g and B/(g + A) ≥ 0, which gives S ≥ ln g. If an excited state exists then A > 0 and `log_lt_log` makes the first inequality strict.

**Upper bound.** From ln y ≤ y − 1 at y = (g + A)/g one gets ln(g + A) − ln g ≤ A/g, and enlarging a denominator gives B/(g + A) ≤ B/g. Together, as `key` states for arbitrary g > 0 and A, B ≥ 0,

S ≤ ln g + (A + B)/g

Each excited state contributes (1 + bε_i) exp(−bε_i) to A + B. Put x = bΔ ≥ 0 and d = b(ε_i − Δ) ≥ 0 (`hx`, `hd`), so that bε_i = x + d. Since xd ≥ 0 and 1 + d ≤ exp(d),

1 + x + d ≤ (1 + x)(1 + d) ≤ (1 + x) exp(d)

These are the two lines of the `calc` block, the first closed by `nlinarith` with the product xd as hint and the second by `add_one_le_exp`. Multiplying by exp(−x − d) gives (1 + bε_i) exp(−bε_i) ≤ (1 + x) exp(−x), which is `hterm`. Summing over the n excited states with `Finset.sum_le_card_nsmul` bounds A + B by n(1 + bΔ) exp(−bΔ), and division by g finishes `entropy_gap_bound`.

**The limit.** A strictly positive Δ is needed for the factor (1 + bΔ) exp(−bΔ) in the bound to decay, and finiteness of the spectrum provides it. If excited states exist, choose one, k, of least energy among them (`Finset.exists_min_image`) and set Δ = E_k − E_i₀. Were E_k ≤ E_i₀, then E_k ≤ E_j for all j and k would be a lowest state, so Δ > 0. If there are no excited states the gap condition is empty and Δ = 1 serves. Now bΔ → +∞ (`hlin`), and both exp(−x) and x exp(−x) tend to zero, so (1 + bΔ) exp(−bΔ) → 0 (`hdec`). The upper bound tends to ln g (`hup`), the lower bound is the constant ln g, both hold for all b ≥ 0, and the squeeze theorem gives S(b) → ln g.

**Entropy released.** At b = 0 every Boltzmann factor is 1, so Z = N, the term bU vanishes, and S(0) = ln N. This value enters as the step `h0` inside `entropy_released`. Subtracting the limit just found gives S(0) − S(b) → ln N − ln g = ln(N/g).

## Negative temperature from the same argument

Reversing the sign of all energies turns the highest states into the lowest ones (`hset`). It also leaves the entropy unchanged if b is reversed too: each product bE_i is the same, so Z is the same, while U and b both change sign and bU is the same. Applying the main theorem to −E and composing with b ↦ −b gives `entropy_tendsto_atBot`: as b → −∞ the entropy tends to the logarithm of the number of highest states. Negative b makes sense here because a finite spectrum is bounded above, as for a spin in a magnetic field with inverted populations.

## Two levels and the smallest cases

The spectrum `twoLevel α β Δ` lives on the disjoint union `α ⊕ β`, with g₀ = `Fintype.card α` states at energy 0 and g₁ = `Fintype.card β` states at energy Δ > 0. Here `β` is a type of states and has nothing to do with temperature. A state in `α` lies below or level with all others. A state in `β` does not, because `α` is nonempty and so some state has energy 0 < Δ. The count `hc` therefore gives g = g₀, and with N = g₀ + g₁ the general theorems yield

S(b) → ln g₀,  S(0) − S(b) → ln((g₀ + g₁)/g₀)

For two singlets, g₀ = g₁ = 1, the ground form with x = bΔ reads

S = ln(1 + exp(−x)) + x exp(−x)/(1 + exp(−x))

The bounds become 0 < S ≤ (1 + x) exp(−x) for x ≥ 0, the limit is ln 1 = 0 and the released entropy is ln 2. The case g₁ = 0 is allowed as well, and the released entropy is then ln(g₀/g₀) = 0. More generally, when all N states share one energy, n = 0, the sums A and B are empty, and `entropy_ground_form` gives S(b) = ln N at every b; for a single state this is S = 0.
